# The double commutator of a site-diagonal geminal: $[[G,G^*],G^*]=-2\sum_i|c_i|^2\bar c_i\,b_i^*$

## Two pairs on one site

Treat an electron pair as an ideal boson, and nothing stops you from creating it twice in the same place. Applying the creator of an ideal boson twice to the normalised vacuum gives a vector of squared norm 2. For two electrons paired on a single site with one orbital, the Pauli principle makes the corresponding vector zero. A normalised geminal spread over several sites lies between these extremes, and a double commutator measures its departure from the ideal boson.

Let $a_{i\uparrow}$ and $a_{i\downarrow}$ annihilate electrons in the single orbital of site $i$, and let a star denote the adjoint. Define
$$b_i=a_{i\downarrow}a_{i\uparrow},\qquad G=\sum_i c_i b_i .$$
Thus $G$ removes a pair and $G^*=\sum_i\bar c_i b_i^*$ creates one. For an ideal boson $[G,G^*]$ is a number, so $[[G,G^*],G^*]=0$. For the geminal it is $-2K$, where
$$K=\sum_i|c_i|^2\bar c_i\,b_i^*.$$
For real amplitudes the coefficients of $K$ are $c_i^3$.

## Pauli blocking on one site

Write $u=a_{i\uparrow}$ and $d=a_{i\downarrow}$, so that $b=du$ and $b^*=u^*d^*$. Creators anticommute and square to zero, hence
$$b^*b^*=u^*d^*u^*d^*=-u^*u^*d^*d^*=0.$$
Using $uu^*=1-u^*u$,
$$b^*bb^*=u^*d^*d\,uu^*\,d^*=u^*d^*dd^*-u^*d^*du^*ud^*.$$
In the last term, moving $u^*$ left past $d$ and $d^*$ produces $u^*u^*=0$. In the other, $dd^*=1-d^*d$ and $d^*d^*=0$ leave $u^*d^*=b^*$. So $b^*bb^*=b^*$, and
$$[[b,b^*],b^*]=bb^*b^*-2b^*bb^*+b^*b^*b=-2b^*.$$

## Summing over sites

An operator that anticommutes with each of two factors commutes with their product. Therefore all pair creators commute with each other, and $b_i$ commutes with $b_j^*$ when $i\ne j$.

Put $X=\sum_j x_jb_j^*$. Only $j=i$ survives in the first commutator:
$$[b_i,X]=x_i[b_i,b_i^*].$$
For $j\neq i$, $b_j^*$ also commutes with $[b_i,b_i^*]$, so
$$[[b_i,X],X]=x_i^2[[b_i,b_i^*],b_i^*]=-2x_i^2b_i^*.$$
Set $x_i=\bar c_i$, multiply by $c_i$ and sum. Since $c_i\bar c_i^2=|c_i|^2\bar c_i$, the result is $-2K$.

## Many pairs and equal weights

Let $D=[G,G^*]$. The result says $DG^*=G^*D-2K$, and $K$ commutes with $G^*$. For $m\ge2$,
$$[G,(G^*)^m]=m(G^*)^{m-1}D-m(m-1)K(G^*)^{m-2}.$$
At $m=2$ the left side is $DG^*+G^*D=2G^*D-2K$. For the next power,
$$[G,(G^*)^{m+1}]=[G,(G^*)^m]G^*+(G^*)^mD.$$
Moving $D$ past $G^*$ adds $-2mK(G^*)^{m-1}$ to the existing $-m(m-1)K(G^*)^{m-1}$, which gives $-(m+1)m\,K(G^*)^{m-1}$.

The double commutator is a multiple of $G^*$, namely $-2sG^*$ with real $s$, exactly when $|c_i|^2=s$ on every site with $c_i\ne0$. Indeed, the difference of the two sides is $-2X$ with $x_i=(|c_i|^2-s)\bar c_i$. If $X=0$, then $-2x_i^2b_i^*=[[b_i,X],X]=0$. In a nonzero algebra $b_i^*\neq0$: if $du=0$, then $u=(dd^*+d^*d)u=dd^*u=-dud^*=0$, contradicting $uu^*+u^*u=1$. Hence every $x_i$ vanishes. The converse is immediate.

With $M\ge1$ sites and $c_i=1/\sqrt M$, the double commutator is $-(2/M)G^*$: spreading the pair weakens the blocking.

These identities bear on antisymmetrised geminal powers in electronic structure, for opposite-spin pairing that is diagonal in a finite orthonormal orbital set.

## Two sites with amplitudes 0.6 and 0.8

Here $\sum_i c_i^2=1$, and
$$[[G,G^*],G^*]=-0.432\,b_1^*-1.024\,b_2^*,$$
which is not proportional to $G^*$. On the vacuum $D|0\rangle=|0\rangle$, so the formula with $m=2$ gives
$$G(G^*)^2|0\rangle=2(G^*-K)|0\rangle=(0.768\,b_1^*+0.576\,b_2^*)|0\rangle.$$
Directly, $(G^*)^2|0\rangle=0.96\,b_1^*b_2^*|0\rangle$, and applying $G$ gives the same vector. An ideal boson would give $2G^*|0\rangle$, with coefficients 1.2 and 1.6.

## The statement in Lean

The finite type `ι` labels the sites, and `ι × Spin` the spin orbitals. The operators live in a complex star-algebra `A`; `StarModule` makes the star conjugate scalars. The bracket `⁅X, Y⁆` is $XY-YX$.

`IsCAR a` is the physical hypothesis: the operators `a p` annihilate fermions in orthonormal spin orbitals. The field `anti` carries Pauli exclusion, and `mixed` the orthonormality of the spin orbitals. `pair`, `geminal` and `cubedCreation` are $b_i$, $G$ and $K$. Amplitudes need not be normalised.

`geminal_double_commutator` is the complex identity and `geminal_double_commutator_real` its real case. `geminal_condensate` writes $m$ as `n + 2`, and `closes_iff_equal_weights` assumes `Nontrivial A`. No Hamiltonian, vacuum or norm enters, and pairing between different sites is excluded.

A concrete alternative would represent the operators as matrices on the Fock space of $N$ sites, of dimension $4^N$. The anticommutation relations would then be something to prove, and a vacuum and norms would be available, but carrying the theorem over to another representation would take a further argument. The abstract version applies wherever the relations hold.

```lean
import Mathlib

open Finset

namespace GeminalDoubleCommutator

noncomputable section

/-- The two spin projections of an electron. -/
inductive Spin
  | up
  | down
  deriving DecidableEq

variable {ι A : Type*} [Fintype ι] [DecidableEq ι]
  [Ring A] [StarRing A] [Algebra ℂ A] [StarModule ℂ A]

/-- The canonical anticommutation relations for annihilators `a p` of the spin orbitals `p`. -/
structure IsCAR {κ B : Type*} [DecidableEq κ] [Ring B] [StarRing B] (a : κ → B) : Prop where
  anti : ∀ p q, a p * a q + a q * a p = 0
  mixed : ∀ p q, a p * star (a q) + star (a q) * a p = if p = q then 1 else 0

/-- The operator `b_i` removing an electron pair from site `i`. -/
def pair (a : ι × Spin → A) (i : ι) : A := a (i, .down) * a (i, .up)

/-- The geminal `G = ∑ c_i b_i` with complex amplitudes. -/
def geminal (a : ι × Spin → A) (c : ι → ℂ) : A := ∑ i, c i • pair a i

/-- The pair creation operator with cubed amplitudes, `∑ |c_i|² c̄_i b_i*`. -/
def cubedCreation (a : ι × Spin → A) (c : ι → ℂ) : A :=
  ∑ i, ((Complex.normSq (c i) : ℂ) * star (c i)) • star (pair a i)

omit [Fintype ι] [DecidableEq ι] [StarRing A] [Algebra ℂ A] [StarModule ℂ A] in
/-- A product of two operators that both anticommute with `z` commutes with `z`. -/
theorem commute_of_anti {x y z : A} (hx : x * z + z * x = 0) (hy : y * z + z * y = 0) :
    Commute (x * y) z := by
  change x * y * z = z * (x * y)
  linear_combination (norm := noncomm_ring) x * hy - hx * y

omit [Fintype ι] [Algebra ℂ A] [StarModule ℂ A] in
/-- Pair creators commute with each other, and a pair annihilator commutes with the pair creator of
any other site. -/
theorem pair_commute {a : ι × Spin → A} (h : IsCAR a) (i j : ι) :
    Commute (star (pair a i)) (star (pair a j)) ∧
      (i ≠ j → Commute (pair a i) (star (pair a j))) := by
  constructor
  · have H : Commute (pair a j) (pair a i) :=
      (commute_of_anti (h.anti _ _) (h.anti _ _)).mul_right
        (commute_of_anti (h.anti _ _) (h.anti _ _))
    have e := congrArg star H.eq
    rw [star_mul, star_mul] at e
    exact e
  · intro hij
    have off : ∀ s t, a (i, s) * star (a (j, t)) + star (a (j, t)) * a (i, s) = 0 := by
      intro s t
      rw [h.mixed, if_neg (fun e => hij (congrArg Prod.fst e))]
    unfold pair
    rw [star_mul]
    exact (commute_of_anti (off _ _) (off _ _)).mul_right (commute_of_anti (off _ _) (off _ _))

omit [Fintype ι] [StarModule ℂ A] in
/-- A site holds at most one pair, `b* b* = 0`, and creating, removing and
recreating a pair is the same as creating it, `b* b b* = b*`. -/
theorem pair_blocking {a : ι × Spin → A} (h : IsCAR a) (i : ι) :
    star (pair a i) * star (pair a i) = 0 ∧
      star (pair a i) * pair a i * star (pair a i) = star (pair a i) := by
  have sq : ∀ p, star (a p) * star (a p) = 0 := by
    intro p
    have h2 : (2 : ℂ) • (a p * a p) = 0 := by rw [two_smul]; exact h.anti p p
    have h3 := (smul_eq_zero.mp h2).resolve_left two_ne_zero
    rw [← star_mul, h3, star_zero]
  have hu := h.mixed (i, .up) (i, .up)
  have hd := h.mixed (i, .down) (i, .down)
  have hx := h.mixed (i, .down) (i, .up)
  rw [if_pos rfl] at hu hd
  rw [if_neg (by simp)] at hx
  have hs := congrArg star (h.anti (i, .down) (i, .up))
  rw [star_add, star_mul, star_mul, star_zero] at hs
  have hU := sq (i, .up)
  have hD := sq (i, .down)
  unfold pair
  rw [star_mul]
  generalize star (a (i, .up)) = U at *
  generalize star (a (i, .down)) = D at *
  generalize a (i, .up) = u at *
  generalize a (i, .down) = d at *
  constructor
  · linear_combination (norm := noncomm_ring) U * hs * D - hU * (D * D)
  · -- move the creators to the left until one of them meets itself
    linear_combination (norm := noncomm_ring) U * D * d * hu * D - U * D * hx * (u * D)
      + U * hs * (d * u * D) - hU * (D * d * u * D) + U * D * hd - U * hD * d

omit [DecidableEq ι] [StarRing A] [StarModule ℂ A] in
/-- The commutator is linear in each argument over finite superpositions. -/
theorem lie_superposition (x : ι → ℂ) (f : ι → A) (X : A) :
    ⁅X, ∑ i, x i • f i⁆ = ∑ i, x i • ⁅X, f i⁆ ∧
      ⁅∑ i, x i • f i, X⁆ = ∑ i, x i • ⁅f i, X⁆ := by
  constructor <;> simp only [Ring.lie_def, mul_sum, sum_mul, mul_smul_comm, smul_mul_assoc,
    smul_sub, sum_sub_distrib]

omit [StarModule ℂ A] in
/-- For a pair creator `X = ∑ x_j b_j*`, only site `i` contributes to `[b_i, X]`,
and `[[b_i, X], X] = -2 x_i² b_i*`. -/
theorem site_double_commutator {a : ι × Spin → A} (h : IsCAR a) (x : ι → ℂ) (i : ι) :
    ⁅pair a i, ∑ j, x j • star (pair a j)⁆ = x i • ⁅pair a i, star (pair a i)⁆ ∧
      ⁅⁅pair a i, ∑ j, x j • star (pair a j)⁆, ∑ j, x j • star (pair a j)⁆
        = (-2 * x i ^ 2) • star (pair a i) := by
  have h1 : ⁅pair a i, ∑ j, x j • star (pair a j)⁆ = x i • ⁅pair a i, star (pair a i)⁆ := by
    rw [(lie_superposition _ _ _).1]
    exact sum_eq_single i
      (fun j _ hj => by
        rw [Ring.lie_def, ((pair_commute h i j).2 hj.symm).eq, sub_self, smul_zero])
      (fun hi => absurd (mem_univ i) hi)
  have h2 : ⁅⁅pair a i, star (pair a i)⁆, ∑ j, x j • star (pair a j)⁆
      = x i • ⁅⁅pair a i, star (pair a i)⁆, star (pair a i)⁆ := by
    rw [(lie_superposition _ _ _).1]
    refine sum_eq_single i (fun j _ hj => ?_) (fun hi => absurd (mem_univ i) hi)
    have p := (pair_commute h i j).2 hj.symm
    have q := (pair_commute h i j).1
    have r := ((p.mul_left q).sub_left (q.mul_left p)).eq
    rw [Ring.lie_def, Ring.lie_def, r, sub_self, smul_zero]
  -- on a single site the blocking relations give the factor -2
  have h3 : ⁅⁅pair a i, star (pair a i)⁆, star (pair a i)⁆
      = -(star (pair a i) + star (pair a i)) := by
    obtain ⟨s, t⟩ := pair_blocking h i
    rw [Ring.lie_def, Ring.lie_def]
    linear_combination (norm := noncomm_ring) pair a i * s + s * pair a i - t - t
  have hs : ∀ (t : ℂ) (X Y : A), ⁅t • X, Y⁆ = t • ⁅X, Y⁆ := by
    intro t X Y
    simp only [Ring.lie_def, smul_mul_assoc, mul_smul_comm, smul_sub]
  refine ⟨h1, ?_⟩
  rw [h1, hs, h2, h3]
  module

omit [DecidableEq ι] in
/-- The adjoint geminal creates pairs with conjugate amplitudes. -/
theorem star_geminal (a : ι × Spin → A) (c : ι → ℂ) :
    star (geminal a c) = ∑ i, star (c i) • star (pair a i) := by
  simp only [geminal, star_sum, star_smul]

/-- Main theorem: `[[G, G*], G*] = -2 ∑ |c_i|² c̄_i b_i*` for complex amplitudes. -/
theorem geminal_double_commutator {a : ι × Spin → A} (h : IsCAR a) (c : ι → ℂ) :
    ⁅⁅geminal a c, star (geminal a c)⁆, star (geminal a c)⁆
      = (-2 : ℂ) • cubedCreation a c := by
  rw [star_geminal, geminal, (lie_superposition c _ _).2, (lie_superposition c _ _).2,
    cubedCreation, smul_sum]
  refine sum_congr rfl fun i _ => ?_
  have hc : c i * star (c i) = (Complex.normSq (c i) : ℂ) := Complex.mul_conj (c i)
  rw [(site_double_commutator h (fun j => star (c j)) i).2, ← hc, smul_smul, smul_smul]
  congr 1
  ring

/-- For real amplitudes, `[[G, G*], G*] = -2 ∑ c_i³ b_i*`. -/
theorem geminal_double_commutator_real {a : ι × Spin → A} (h : IsCAR a) (c : ι → ℝ) :
    ⁅⁅geminal a (fun i => (c i : ℂ)), star (geminal a (fun i => (c i : ℂ)))⁆,
        star (geminal a (fun i => (c i : ℂ)))⁆
      = (-2 : ℂ) • ∑ i, ((c i : ℂ) ^ 3) • star (pair a i) := by
  rw [geminal_double_commutator h, cubedCreation]
  congr 1
  refine sum_congr rfl fun i _ => ?_
  have hs : star (c i : ℂ) = (c i : ℂ) := Complex.conj_ofReal (c i)
  rw [hs, Complex.normSq_ofReal]
  congr 1
  push_cast
  ring

/-- Commuting `G` through `n + 2` geminal creators gives the term `(n+2) (G*)^(n+1) [G, G*]`
and a correction `-(n+2)(n+1) K (G*)^n`, with `K` the creator with cubed amplitudes. -/
theorem geminal_condensate {a : ι × Spin → A} (h : IsCAR a) (c : ι → ℂ) (n : ℕ) :
    ⁅geminal a c, star (geminal a c) ^ (n + 2)⁆
      = ((n : ℂ) + 2) • (star (geminal a c) ^ (n + 1) * ⁅geminal a c, star (geminal a c)⁆)
        - (((n : ℂ) + 2) * ((n : ℂ) + 1)) •
          (cubedCreation a c * star (geminal a c) ^ n) := by
  have hK : Commute (cubedCreation a c) (star (geminal a c)) := by
    rw [star_geminal, cubedCreation]
    exact Commute.sum_left _ _ _ fun i _ => Commute.sum_right _ _ _ fun j _ =>
      (((pair_commute h i j).1).smul_left _).smul_right _
  have hD := geminal_double_commutator h c
  generalize cubedCreation a c = K at *
  generalize star (geminal a c) = y at *
  generalize geminal a c = x at *
  have step : ∀ p : A, ⁅x, p * y⁆ = ⁅x, p⁆ * y + p * ⁅x, y⁆ := by
    intro p
    simp only [Ring.lie_def]
    noncomm_ring
  generalize ⁅x, y⁆ = D at *
  have hDy : D * y = y * D - (2 : ℂ) • K := by
    rw [Ring.lie_def, sub_eq_iff_eq_add] at hD
    rw [hD]
    module
  induction n with
  | zero =>
    have h0 : ⁅x, y⁆ = D := by
      have := step 1
      simpa [Ring.lie_def] using this
    rw [zero_add, zero_add, pow_two, step, h0, hDy, pow_one, pow_zero, mul_one]
    push_cast
    module
  | succ n ih =>
    have h1 : y ^ (n + 1) * D * y = y ^ (n + 2) * D - (2 : ℂ) • (K * y ^ (n + 1)) := by
      rw [mul_assoc, hDy, mul_sub, mul_smul_comm, ← mul_assoc, ← pow_succ,
        (hK.pow_right (n + 1)).eq]
    have h2 : K * y ^ n * y = K * y ^ (n + 1) := by rw [mul_assoc, ← pow_succ]
    have h3 : y ^ (n + 1 + 2) = y ^ (n + 2) * y := pow_succ y (n + 2)
    have h4 : y ^ (n + 1 + 1) = y ^ (n + 2) := rfl
    rw [h3, h4, step, ih, sub_mul, smul_mul_assoc, smul_mul_assoc, h1, h2]
    push_cast
    module

/-- The double commutator equals `-2 s G*` exactly when every site with
nonzero amplitude has the same weight `|c_i|² = s`. -/
theorem closes_iff_equal_weights [Nontrivial A] {a : ι × Spin → A} (h : IsCAR a)
    (c : ι → ℂ) (s : ℝ) :
    ⁅⁅geminal a c, star (geminal a c)⁆, star (geminal a c)⁆
      = (-2 * (s : ℂ)) • star (geminal a c) ↔ ∀ i, c i ≠ 0 → Complex.normSq (c i) = s := by
  have key : (-2 : ℂ) • cubedCreation a c - (-2 * (s : ℂ)) • star (geminal a c)
      = (-2 : ℂ) • ∑ i, (((Complex.normSq (c i) : ℂ) - s) * star (c i)) • star (pair a i) := by
    rw [star_geminal, cubedCreation]
    simp only [sub_mul, sub_smul, sum_sub_distrib, mul_smul, ← smul_sum, smul_sub]
  rw [geminal_double_commutator h, ← sub_eq_zero, key]
  constructor
  · intro e i hi
    have e0 := (smul_eq_zero.mp e).resolve_left (by norm_num)
    have e1 := (site_double_commutator h
      (fun j => ((Complex.normSq (c j) : ℂ) - s) * star (c j)) i).2
    rw [e0, Ring.lie_def, mul_zero, zero_mul, sub_zero] at e1
    -- a vanishing pair operator would force 1 = 0
    have hb : star (pair a i) ≠ 0 := by
      intro hz
      have hp : a (i, .down) * a (i, .up) = 0 := star_eq_zero.mp hz
      have hd := h.mixed (i, .down) (i, .down)
      have hx := h.mixed (i, .up) (i, .down)
      have hu := h.mixed (i, .up) (i, .up)
      rw [if_pos rfl] at hd hu
      rw [if_neg (by simp)] at hx
      have u0 : a (i, .up) = 0 := by
        linear_combination (norm := noncomm_ring) star (a (i, .down)) * hp
          - hp * star (a (i, .down)) + a (i, .down) * hx - hd * a (i, .up)
      rw [u0, star_zero, mul_zero, add_zero] at hu
      exact zero_ne_one hu
    have e2 := (smul_eq_zero.mp e1.symm).resolve_right hb
    have e3 := pow_eq_zero_iff (two_ne_zero) |>.mp
      ((mul_eq_zero.mp e2).resolve_left (by norm_num))
    have e4 := (mul_eq_zero.mp e3).resolve_right (star_ne_zero.mpr hi)
    exact_mod_cast sub_eq_zero.mp e4
  · intro e
    rw [sum_eq_zero, smul_zero]
    intro i _
    by_cases hi : c i = 0
    · rw [hi, star_zero, mul_zero, zero_smul]
    · rw [e i hi, sub_self, zero_mul, zero_smul]

/-- Annihilators of one site in the basis: empty, spin up, spin down, doubly occupied. -/
def fockMode : Unit × Spin → Matrix (Fin 4) (Fin 4) ℂ
  | (_, .up) => !![0, 1, 0, 0; 0, 0, 0, 0; 0, 0, 0, 1; 0, 0, 0, 0]
  | (_, .down) => !![0, 0, 1, 0; 0, 0, 0, -1; 0, 0, 0, 0; 0, 0, 0, 0]

/-- The adjoints of the Fock matrices, written out entry by entry. -/
theorem star_fockMode (u : Unit) :
    star (fockMode (u, .up)) = !![0, 0, 0, 0; 1, 0, 0, 0; 0, 0, 0, 0; 0, 0, 1, 0] ∧
      star (fockMode (u, .down)) = !![0, 0, 0, 0; 0, 0, 0, 0; 1, 0, 0, 0; 0, -1, 0, 0] := by
  constructor <;> ext i j <;> rw [Matrix.star_apply] <;> fin_cases i <;> fin_cases j <;>
    simp [fockMode]

set_option maxHeartbeats 400000 in
/-- The Fock matrices of one site satisfy the canonical anticommutation relations. -/
theorem isCAR_witness : IsCAR fockMode := by
  constructor
  · rintro ⟨_, s⟩ ⟨_, t⟩
    cases s <;> cases t <;> ext i j <;> fin_cases i <;> fin_cases j <;>
      simp [fockMode]
  · rintro ⟨u, s⟩ ⟨v, t⟩
    cases s <;> cases t <;> simp only [(star_fockMode v).1, (star_fockMode v).2] <;>
      ext i j <;> fin_cases i <;> fin_cases j <;>
      simp [fockMode]

end

end GeminalDoubleCommutator
```

```lean
#print axioms GeminalDoubleCommutator.geminal_double_commutator
-- 'GeminalDoubleCommutator.geminal_double_commutator' depends on axioms: [propext, Classical.choice, Quot.sound]
#print axioms GeminalDoubleCommutator.geminal_double_commutator_real
-- 'GeminalDoubleCommutator.geminal_double_commutator_real' depends on axioms: [propext, Classical.choice, Quot.sound]
#print axioms GeminalDoubleCommutator.geminal_condensate
-- 'GeminalDoubleCommutator.geminal_condensate' depends on axioms: [propext, Classical.choice, Quot.sound]
#print axioms GeminalDoubleCommutator.closes_iff_equal_weights
-- 'GeminalDoubleCommutator.closes_iff_equal_weights' depends on axioms: [propext, Classical.choice, Quot.sound]
```

## How the proof follows the algebra

`commute_of_anti` is the rule about two anticommuting factors, and `pair_commute` applies it to the pairs. `pair_blocking` proves $b^*b^*=0$ and $b^*bb^*=b^*$. Its `linear_combination` steps multiply the anticommutation relations by operators on the left and right, and `noncomm_ring` checks the resulting identity without reordering factors. The square of a creator vanishes because `anti p p` says $2a_p^2=0$.

`lie_superposition` moves commutators through finite sums. In `site_double_commutator`, `h1` and `h2` select the surviving site with `sum_eq_single`, and `h3` supplies the factor $-2$. The main theorem expands $G$, uses `star_geminal` for $G^*$, and applies this lemma site by site with $x_j=\bar c_j$.

In `geminal_condensate`, `hK` is the commutation of $K$ with $G^*$, `hDy` is the exchange rule for $D$, and `step` is the product rule that drives the induction. `closes_iff_equal_weights` uses `site_double_commutator` again to isolate one coefficient, with `hb` showing that the pair creator is nonzero.

Finally, `isCAR_witness` checks explicit $4\times4$ matrices entry by entry, using the adjoints from `star_fockMode`. They realise the relations for one site with two spins.
